# One exponential of a real antisymmetric matrix of rank at most two carries any real unit vector to any other in dimension two or more

When a unitary coupled cluster state exp(T − T†)|Φ⟩, built from a reference |Φ⟩ and a cluster operator T, misses its target, the fault may lie with the operators allowed in T or with the single exponential itself. The second possibility has some basis. For real amplitudes the generator K = T − Tᵀ is an antisymmetric matrix, exp(K) has determinant +1, and a reflection is therefore never of this form. In a one-dimensional space even the sign change of the vector is out of reach, although a vector and its negative describe the same physical state. The question treated here is which vectors exp(K) produces from a reference when nothing beyond antisymmetry is asked of K; for a restricted T the answer does not separate the two sources of failure. In a finite real space of dimension at least two, with K free to be any antisymmetric matrix, every unit vector is reached from every unit reference, and a K of rank at most two suffices.

## States and generators

A state is a real column of amplitudes on a finite orthonormal basis, for example a set of Slater determinants. Real amplitudes suffice for eigenvectors of a real symmetric Hamiltonian matrix. In Lean the basis labels form the type `n`, a state is a function `n → ℝ`, and the dimension N is `Fintype.card n`. The overlap u·x = Σᵢ uᵢxᵢ is `u ⬝ᵥ x`, the product Kx is `K *ᵥ x`, and `NormedSpace.exp K` is the matrix exponential. The condition `Kᵀ = -K` is the real form of an anti-Hermitian generator.

```lean
import Mathlib

open Matrix

namespace RealClusterReachability

noncomputable section

variable {n : Type*} [Fintype n] [DecidableEq n]
```

For two vectors u, w and a real amplitude θ, take the excitation from u to w minus the de-excitation from w to u:

K = θ (w uᵀ − u wᵀ),   Kᵢⱼ = θ (wᵢuⱼ − uᵢwⱼ).

The outer product w uᵀ, or |w⟩⟨u|, is `vecMulVec w u`.

```lean
/-- The real cluster generator `θ (|w⟩⟨u| - |u⟩⟨w|)` with amplitude `θ`: the excitation
`u → w` minus the de-excitation `w → u`. -/
def generator (θ : ℝ) (u w : n → ℝ) : Matrix n n ℝ :=
  θ • (vecMulVec w u - vecMulVec u w)
```

Exchanging i and j changes the sign of Kᵢⱼ, so Kᵀ = −K. For the rank, let A be the N×2 matrix with columns θw and −θu, and B the 2×N matrix with rows uᵀ and wᵀ. Then

(AB)ᵢⱼ = θwᵢuⱼ − θuᵢwⱼ = Kᵢⱼ,

rank K ≤ rank A ≤ 2.

Neither property needs u or w to be normalised or orthogonal. In the proof `hAB` is the factorisation and `h` chains the two rank inequalities.

```lean
omit [DecidableEq n] in
/-- The generator is antisymmetric and has rank at most two. -/
theorem generator_antisymm_rank (θ : ℝ) (u w : n → ℝ) :
    (generator θ u w)ᵀ = -generator θ u w ∧ (generator θ u w).rank ≤ 2 := by
  constructor
  · ext i j
    simp only [generator, Matrix.transpose_apply, Matrix.neg_apply, Matrix.smul_apply,
      Matrix.sub_apply, vecMulVec_apply, smul_eq_mul]
    ring
  · -- factor through a two-dimensional space
    let A : Matrix n (Fin 2) ℝ := Matrix.of fun i k => ![θ * w i, -θ * u i] k
    let B : Matrix (Fin 2) n ℝ := Matrix.of fun k j => ![u j, w j] k
    have hAB : generator θ u w = A * B := by
      ext i j
      simp [generator, A, B, Matrix.mul_apply, Fin.sum_univ_two, vecMulVec_apply]
      ring
    rw [hAB]
    have h := (Matrix.rank_mul_le_left A B).trans (Matrix.rank_le_card_width A)
    simpa using h
```

Summing Kᵢⱼxⱼ over j for an arbitrary vector x gives

K x = θ ((u·x) w − (w·x) u).

```lean
omit [DecidableEq n] in
/-- The generator sends a state `x` to `θ (⟨u|x⟩ w - ⟨w|x⟩ u)`. -/
theorem generator_mulVec (θ : ℝ) (u w x : n → ℝ) :
    generator θ u w *ᵥ x = θ • ((u ⬝ᵥ x) • w - (w ⬝ᵥ x) • u) := by
  ext i
  simp only [generator, mulVec, dotProduct, Matrix.smul_apply, Matrix.sub_apply,
    vecMulVec_apply, Pi.smul_apply, Pi.sub_apply, smul_eq_mul]
  rw [Finset.sum_mul, Finset.sum_mul, ← Finset.sum_sub_distrib, Finset.mul_sum]
  exact Finset.sum_congr rfl fun j _ => by ring
```

## The exponential acting on the reference

The exponential is the sum of Kᵐ/m! over m = 0, 1, 2, …, and it may be applied to a vector term by term:

exp(K) x = Σₘ Kᵐx / m!.

This holds for every real square matrix. The proof takes convergence of the matrix series from Mathlib, in an operator norm, and carries it through the map `g` that sends a matrix M to Mx, which is additive and continuous.

```lean
/-- The series `∑ Kᵐ x / m!` converges to `exp(K) x`. -/
theorem hasSum_exp_mulVec (K : Matrix n n ℝ) (x : n → ℝ) :
    HasSum (fun m : ℕ => (m.factorial : ℝ)⁻¹ • (K ^ m *ᵥ x)) (NormedSpace.exp K *ᵥ x) := by
  have h : HasSum (fun m : ℕ => (m.factorial : ℝ)⁻¹ • K ^ m) (NormedSpace.exp K) := by
    open scoped Matrix.Norms.Operator in
    exact NormedSpace.exp_series_hasSum_exp' (𝕂 := ℝ) K
  let g : Matrix n n ℝ →+ (n → ℝ) :=
    { toFun := fun M => M *ᵥ x
      map_zero' := Matrix.zero_mulVec x
      map_add' := fun A B => Matrix.add_mulVec A B x }
  have hg : Continuous g := Continuous.matrix_mulVec continuous_id continuous_const
  have e : (fun m : ℕ => (m.factorial : ℝ)⁻¹ • (K ^ m *ᵥ x))
      = g ∘ fun m : ℕ => (m.factorial : ℝ)⁻¹ • K ^ m := by
    funext m
    show (m.factorial : ℝ)⁻¹ • (K ^ m *ᵥ x) = ((m.factorial : ℝ)⁻¹ • K ^ m) *ᵥ x
    ext i
    simp [mulVec, dotProduct, Finset.mul_sum, mul_assoc]
  rw [e]
  exact h.map g hg
```

Now let u and w be orthonormal: u·u = w·w = 1 and u·w = 0. The formula for Kx gives

K u = θ w,   K w = −θ u,   K² u = −θ² u.

Each further factor K² multiplies by −θ², and one more factor K turns u into θw, so for k = 0, 1, 2, …

K²ᵏ u = (−1)ᵏ θ²ᵏ u,

K²ᵏ⁺¹ u = (−1)ᵏ θ²ᵏ⁺¹ w.

Dividing by the factorials, the even terms are the cosine series times u and the odd terms the sine series times w:

exp(K) u = cos θ u + sin θ w.

In the code `hKu`, `hKw` and `h2` are the three relations of the first line. After `generalize` the explicit form of K is forgotten and only its action on u and w remains. The even powers `he` come by induction on k and the odd powers `ho` follow from them. The sums `hc` and `hs` are joined by `HasSum.even_add_odd`, and uniqueness of the limit identifies the result with exp(K)u.

```lean
/-- For orthonormal `u`, `w` the exponential of the generator takes `u` to
`cos θ u + sin θ w`. -/
theorem exp_generator_mulVec (θ : ℝ) (u w : n → ℝ) (hu : u ⬝ᵥ u = 1) (hw : w ⬝ᵥ w = 1)
    (huw : u ⬝ᵥ w = 0) :
    NormedSpace.exp (generator θ u w) *ᵥ u = Real.cos θ • u + Real.sin θ • w := by
  have hwu : w ⬝ᵥ u = 0 := by rw [dotProduct_comm, huw]
  have hKu : generator θ u w *ᵥ u = θ • w := by simp [generator_mulVec, hu, hwu]
  have hKw : generator θ u w *ᵥ w = (-θ) • u := by simp [generator_mulVec, hw, huw]
  generalize generator θ u w = K at hKu hKw ⊢
  have h2 : K *ᵥ (K *ᵥ u) = (-(θ ^ 2)) • u := by
    rw [hKu, mulVec_smul, hKw, smul_smul]
    congr 1
    ring
  -- even powers return to `u`, odd powers point along `w`
  have he : ∀ k : ℕ, K ^ (2 * k) *ᵥ u = ((-1) ^ k * θ ^ (2 * k)) • u := by
    intro k
    induction k with
    | zero => simp
    | succ k ih =>
      rw [show 2 * (k + 1) = 2 * k + 1 + 1 by ring, pow_succ K, pow_succ K,
        ← mulVec_mulVec, ← mulVec_mulVec, h2, mulVec_smul, ih, smul_smul]
      congr 1
      ring
  have ho : ∀ k : ℕ, K ^ (2 * k + 1) *ᵥ u = ((-1) ^ k * θ ^ (2 * k + 1)) • w := by
    intro k
    rw [pow_succ' K, ← mulVec_mulVec, he, mulVec_smul, hKu, smul_smul]
    congr 1
    ring
  -- the two partial series are those of cosine and sine
  have hc : HasSum (fun k : ℕ => ((2 * k).factorial : ℝ)⁻¹ • (K ^ (2 * k) *ᵥ u))
      (Real.cos θ • u) := by
    simpa only [he, smul_smul, div_eq_inv_mul] using (Real.hasSum_cos θ).smul_const u
  have hs : HasSum (fun k : ℕ => ((2 * k + 1).factorial : ℝ)⁻¹ • (K ^ (2 * k + 1) *ᵥ u))
      (Real.sin θ • w) := by
    simpa only [ho, smul_smul, div_eq_inv_mul] using (Real.hasSum_sin θ).smul_const w
  exact (hasSum_exp_mulVec K u).unique
    (HasSum.even_add_odd (f := fun m : ℕ => (m.factorial : ℝ)⁻¹ • (K ^ m *ᵥ u)) hc hs)
```

## The plane that contains reference and target

It remains to write a given unit target v in the form cos θ u + sin θ w. The tool is normalisation: if x ≠ 0 and u·x = 0, then x·x > 0, and with r = √(x·x) the vector w = x/r satisfies

w·w = 1,   u·w = 0,   x = r w,   r > 0.

```lean
omit [DecidableEq n] in
/-- A nonzero vector orthogonal to `u` is a positive multiple of a unit vector
orthogonal to `u`. -/
theorem exists_normalised (u x : n → ℝ) (hx : x ≠ 0) (hux : u ⬝ᵥ x = 0) :
    ∃ (r : ℝ) (w : n → ℝ), 0 < r ∧ w ⬝ᵥ w = 1 ∧ u ⬝ᵥ w = 0 ∧ x = r • w := by
  have h0 : 0 ≤ x ⬝ᵥ x := Finset.sum_nonneg fun i _ => mul_self_nonneg (x i)
  have hpos : 0 < x ⬝ᵥ x :=
    lt_of_le_of_ne h0 fun h => hx (dotProduct_self_eq_zero.mp h.symm)
  obtain ⟨r, hr, hrr⟩ : ∃ r : ℝ, 0 < r ∧ r * r = x ⬝ᵥ x :=
    ⟨Real.sqrt (x ⬝ᵥ x), Real.sqrt_pos.mpr hpos, Real.mul_self_sqrt h0⟩
  have hr' : r ≠ 0 := hr.ne'
  refine ⟨r, r⁻¹ • x, hr, ?_, ?_, ?_⟩
  · rw [smul_dotProduct, dotProduct_smul, ← hrr, smul_eq_mul, smul_eq_mul]
    field_simp
  · rw [dotProduct_smul, hux, smul_zero]
  · rw [smul_smul, mul_inv_cancel₀ hr', one_smul]
```

Let a = u·v and x = v − a u, so that u·x = a − a = 0. If x ≠ 0, normalising it gives v = a u + b w with b = r > 0. If x = 0, then v = a u and the target singles out no direction. Here N ≥ 2 is used, which says that the space holds a state other than the reference to excite into. Choose two distinct labels i, j with basis vectors eᵢ, eⱼ. If uᵢ = 0, put y = eᵢ. Otherwise put

y = uᵢ eⱼ − uⱼ eᵢ,

whose j-th component uᵢ is nonzero and which has u·y = uᵢuⱼ − uⱼuᵢ = 0. Normalising y gives w, and v = a u + b w holds with b = 0. In both cases b ≥ 0, and v·v = 1 gives

a² + b² = 1,   −1 ≤ a ≤ 1.

With θ = arccos a, an angle between 0 and π,

cos θ = a,   sin θ = √(1 − a²) = b.

The statement `key` is the decomposition with its two cases, `Pi.single i 1` is eᵢ, `hab` is the sum of squares, and the bounds `h1`, `h2` are what `Real.cos_arccos` requires.

```lean
/-- In dimension at least two, a unit vector `v` equals `cos θ u + sin θ w` with
`θ = arccos ⟨u|v⟩` for some unit vector `w` orthogonal to the unit vector `u`. -/
theorem exists_rotation_plane (hn : 2 ≤ Fintype.card n) (u v : n → ℝ)
    (hu : u ⬝ᵥ u = 1) (hv : v ⬝ᵥ v = 1) :
    ∃ w : n → ℝ, w ⬝ᵥ w = 1 ∧ u ⬝ᵥ w = 0 ∧
      v = Real.cos (Real.arccos (u ⬝ᵥ v)) • u + Real.sin (Real.arccos (u ⬝ᵥ v)) • w := by
  obtain ⟨a, ha⟩ : ∃ a, a = u ⬝ᵥ v := ⟨_, rfl⟩
  rw [← ha]
  have key : ∃ (b : ℝ) (w : n → ℝ), 0 ≤ b ∧ w ⬝ᵥ w = 1 ∧ u ⬝ᵥ w = 0 ∧ v = a • u + b • w := by
    by_cases hx : v - a • u = 0
    · -- `v` is parallel to `u`: any direction orthogonal to `u` will do
      obtain ⟨i, j, hij⟩ := Fintype.one_lt_card_iff.mp (show 1 < Fintype.card n by omega)
      obtain ⟨y, hy, huy⟩ : ∃ y : n → ℝ, y ≠ 0 ∧ u ⬝ᵥ y = 0 := by
        by_cases hi : u i = 0
        · exact ⟨Pi.single i 1, fun h => by simpa using congrFun h i, by simp [hi]⟩
        · refine ⟨Pi.single j (u i) - Pi.single i (u j), fun h => hi ?_, ?_⟩
          · simpa [Pi.single_eq_of_ne hij.symm] using congrFun h j
          · rw [dotProduct_sub, dotProduct_single, dotProduct_single]
            ring
      obtain ⟨_, w, _, hw, huw, _⟩ := exists_normalised u y hy huy
      exact ⟨0, w, le_rfl, hw, huw, by rw [zero_smul, add_zero]; exact sub_eq_zero.mp hx⟩
    · -- otherwise normalise the component of `v` orthogonal to `u`
      have hux : u ⬝ᵥ (v - a • u) = 0 := by
        rw [dotProduct_sub, dotProduct_smul, hu, ← ha]
        simp
      obtain ⟨r, w, hr, hw, huw, hxw⟩ := exists_normalised u _ hx hux
      exact ⟨r, w, hr.le, hw, huw, by rw [← hxw]; abel⟩
  obtain ⟨b, w, hb, hw, huw, hvw⟩ := key
  have hwu : w ⬝ᵥ u = 0 := by rw [dotProduct_comm, huw]
  have hab : a * a + b * b = 1 := by
    have h := hv
    rw [hvw] at h
    simp only [add_dotProduct, dotProduct_add, smul_dotProduct, dotProduct_smul, hu, hw, huw,
      hwu, smul_eq_mul] at h
    linear_combination h
  have h1 : -1 ≤ a := by nlinarith [mul_self_nonneg b, mul_self_nonneg (a + 1)]
  have h2 : a ≤ 1 := by nlinarith [mul_self_nonneg b, mul_self_nonneg (a - 1)]
  refine ⟨w, hw, huw, ?_⟩
  rw [Real.cos_arccos h1 h2, Real.sin_arccos, show 1 - a ^ 2 = b ^ 2 by linear_combination -hab,
    Real.sqrt_sq hb]
  exact hvw
```

## Reaching the target

The theorem `exists_generator_reaching` assumes `hn`, that N ≥ 2, and `hu`, `hv`, that u and v are unit vectors. It gives a matrix K and a unit vector w orthogonal to u such that K is the generator built from u and w with amplitude arccos(u·v), K is antisymmetric, its rank is at most two, and exp(K)u = v. The bound is "at most" because v = u gives θ = 0 and K = 0. The proof takes w from the preceding theorem and combines the antisymmetry, the rank bound and the rotation formula.

```lean
/-- In dimension at least two, for unit states `u`, `v` some real antisymmetric `K` of rank at
most two has `exp(K) u = v`; it is the generator with amplitude `arccos ⟨u|v⟩` built from `u`
and a unit vector `w` orthogonal to `u`. -/
theorem exists_generator_reaching (hn : 2 ≤ Fintype.card n) (u v : n → ℝ)
    (hu : u ⬝ᵥ u = 1) (hv : v ⬝ᵥ v = 1) :
    ∃ (K : Matrix n n ℝ) (w : n → ℝ), w ⬝ᵥ w = 1 ∧ u ⬝ᵥ w = 0 ∧
      K = generator (Real.arccos (u ⬝ᵥ v)) u w ∧
      Kᵀ = -K ∧ K.rank ≤ 2 ∧ NormedSpace.exp K *ᵥ u = v := by
  obtain ⟨w, hw, huw, hvw⟩ := exists_rotation_plane hn u v hu hv
  exact ⟨_, w, hw, huw, rfl, (generator_antisymm_rank _ u w).1,
    (generator_antisymm_rank _ u w).2, (exp_generator_mulVec _ u w hu hw huw).trans hvw.symm⟩
```

For electronic structure this means that, in a finite real configuration space and with an unrestricted antisymmetric K, the single exponential sets no limit on the states that can be prepared from a reference. The generators of coupled cluster practice are more special. There T is a combination of fermionic excitation operators, often truncated at doubles, and such an operator in general also acts on determinants other than the reference (an excitation that moves all electrons at once, such as a double excitation in a two-electron system, is an exception), whereas w uᵀ annihilates every state orthogonal to u. The theorem concerns the class of all antisymmetric matrices and makes no statement on the fermionic families, truncated or complete. It also leaves aside complex amplitudes, product-formula approximations and circuit cost, and it builds K from a target that is already known.

## Three basis states with overlap 0.6

The numbers that follow are ordinary arithmetic and have no Lean statement behind them. Take N = 3 with

u = (1, 0, 0),   v = (0.6, 0.48, 0.64),

where v·v = 0.36 + 0.2304 + 0.4096 = 1. Then

a = 0.6,   x = (0, 0.48, 0.64),   r = 0.8,   w = (0, 0.6, 0.8),

and θ = arccos 0.6 ≈ 0.9273. The rows of K/θ are

(0, −0.6, −0.8),   (0.6, 0, 0),   (0.8, 0, 0).

The last two rows are proportional and the first is not a multiple of them, so the rank is two. The first column gives Ku = θw, and Kw = θ(−0.36 − 0.64, 0, 0) = −θu. Four terms of each series give

1 − 0.4299 + 0.0308 − 0.0009 = 0.6000,

0.9273 − 0.1329 + 0.0057 − 0.0001 = 0.8000,

and 0.6 u + 0.8 w = (0.6, 0.48, 0.64) = v. For the target −u the angle is π, and any unit w orthogonal to u serves.

## Only unit vectors are reached

For any antisymmetric K, the transpose of exp(K) is exp(Kᵀ) = exp(−K). Since −K commutes with K,

exp(K)ᵀ exp(K) = exp(−K + K) = 1,

and hence, for all vectors x and y,

(exp(K) x)·(exp(K) y) = xᵀ exp(K)ᵀ exp(K) y = x·y.

The step `h` is the first equation, and the last line of the proof moves the matrix across the dot product. No condition on dimension or rank enters.

```lean
/-- The exponential of a real antisymmetric matrix preserves overlaps of states. -/
theorem exp_preserves_overlap (K : Matrix n n ℝ) (hK : Kᵀ = -K) (x y : n → ℝ) :
    (NormedSpace.exp K *ᵥ x) ⬝ᵥ (NormedSpace.exp K *ᵥ y) = x ⬝ᵥ y := by
  have h : (NormedSpace.exp K)ᵀ * NormedSpace.exp K = 1 := by
    rw [← Matrix.exp_transpose, hK,
      ← Matrix.exp_add_of_commute _ _ (Commute.refl K).neg_left, neg_add_cancel,
      NormedSpace.exp_zero]
  rw [Matrix.dotProduct_mulVec, Matrix.vecMul_mulVec, h, Matrix.vecMul_one]
```

Setting x = y = u shows that every state reached from a unit u is a unit vector, and the construction above supplies the opposite direction. For N ≥ 2 and unit u, `reachable_iff_unit` states two equivalences: v = exp(K)u for some antisymmetric K exactly when v·v = 1, and the same with K of rank at most two. The rank bound therefore leaves the set of states reachable from u unchanged.

```lean
/-- In dimension at least two, `v = exp(K) u` for a unit state `u` and some antisymmetric `K`
exactly when `v` is a unit state, and the same holds with `K` restricted to rank at most two. -/
theorem reachable_iff_unit (hn : 2 ≤ Fintype.card n) (u v : n → ℝ) (hu : u ⬝ᵥ u = 1) :
    ((∃ K : Matrix n n ℝ, Kᵀ = -K ∧ NormedSpace.exp K *ᵥ u = v) ↔ v ⬝ᵥ v = 1) ∧
    ((∃ K : Matrix n n ℝ, Kᵀ = -K ∧ K.rank ≤ 2 ∧ NormedSpace.exp K *ᵥ u = v) ↔
      v ⬝ᵥ v = 1) := by
  refine ⟨⟨?_, fun hv => ?_⟩, ⟨?_, fun hv => ?_⟩⟩
  · rintro ⟨K, hK, rfl⟩
    rw [exp_preserves_overlap K hK, hu]
  · obtain ⟨K, _, _, _, _, h1, _, h3⟩ := exists_generator_reaching hn u v hu hv
    exact ⟨K, h1, h3⟩
  · rintro ⟨K, hK, _, rfl⟩
    rw [exp_preserves_overlap K hK, hu]
  · obtain ⟨K, _, _, _, _, h⟩ := exists_generator_reaching hn u v hu hv
    exact ⟨K, h⟩
```

Thus v = (2, 0) is not reached from u = (1, 0), because v·v = 4. If antisymmetry is given up, that target becomes accessible: the diagonal matrix with entries ln 2 and 0 has the exponential with entries 2 and 1, which sends (1, 0) to (2, 0) and does not preserve the norm.

## The sign change in dimension one

For N = 1 the vectors u = (1) and v = (−1) are both of unit length, but no unit w is orthogonal to u, so no plane is available for a rotation by π. Antisymmetry of a 1×1 matrix, whose single index is 0 in `Fin 1`, reads

K₀₀ = −K₀₀,

so K = 0, exp(K) = 1 and exp(K)u = u ≠ v. The states are written `![1]` and `![-1]`, `h0` is K = 0, and `h1` is the false equation 1 = −1. The two vectors differ only by an overall sign and describe the same physical state, so the failure concerns vectors and not rays.

```lean
/-- In dimension one no antisymmetric `K` has `exp(K)` taking the state `1` to `-1`. -/
theorem one_dim_not_reachable (K : Matrix (Fin 1) (Fin 1) ℝ) (hK : Kᵀ = -K) :
    NormedSpace.exp K *ᵥ ![1] ≠ ![-1] := by
  have h0 : K = 0 := by
    ext i j
    rw [Subsingleton.elim j i]
    have h : K i i = -K i i := congrFun (congrFun hK i) i
    show K i i = 0
    linarith
  rw [h0, NormedSpace.exp_zero, Matrix.one_mulVec]
  intro h
  have h1 : (1 : ℝ) = -1 := congrFun h 0
  norm_num at h1

end

end RealClusterReachability
```

```lean
#print axioms RealClusterReachability.reachable_iff_unit
#print axioms RealClusterReachability.one_dim_not_reachable
```

```
'RealClusterReachability.reachable_iff_unit' depends on axioms: [propext, Classical.choice, Quot.sound]
'RealClusterReachability.one_dim_not_reachable' depends on axioms: [propext, Classical.choice, Quot.sound]
```
